# For $a,b>0$, ripples with growth rate $ak^3-bk^4$ all decay in a periodic cell exactly when its length is below $2\pi b/a$

Take a ripple of wavenumber $k>0$ whose amplitude grows at the rate $k^3-k^4=k^3(1-k)$, in suitable units. It grows if $k<1$ and decays if $k>1$. A periodic cell of length $5$ admits only the wavenumbers $2\pi m/5$ with $m=1,2,\dots$, and the smallest of them is about $1.26$. Every ripple that fits therefore decays, and the film looks stable. Two copies of the same cell, side by side, have length $10$ and admit $k\approx0.63$, which grows. The film is the same in both cells; the short one has no room for the long waves that are unstable.

The general rate has two positive coefficients, $a$ and $b$. For a strained solid that is deep compared with the wavelength and whose surface evolves by surface diffusion, the term $ak^3$ stands for the release of elastic energy by the ripple, and $-bk^4$ for the cost of the extra surface. The form of the rate is assumed here and not derived from elasticity.

```lean
import Mathlib

open Filter Topology Real

namespace StrainedFilmCell

noncomputable section

variable {a b k L : ℝ}
```

## The rate and the lengths it defines

The growth rate is

$$\sigma(k)=ak^3-bk^4 .$$

```lean
/-- Growth rate `a k³ - b k⁴` of a surface ripple of wavenumber `k`. -/
def growthRate (a b k : ℝ) : ℝ := a * k ^ 3 - b * k ^ 4
```

Setting $\sigma'(k)=k^2(3a-4bk)$ to zero at $k>0$ gives the candidate for the fastest wavenumber,

$$k_*=\frac{3a}{4b}.$$

```lean
/-- The wavenumber `3a/(4b)`, for `b ≠ 0`. -/
def fastestWavenumber (a b : ℝ) : ℝ := 3 * a / (4 * b)
```

The rate vanishes at $k=a/b$. The wavelength of this marginal ripple is the critical length

$$L_c=\frac{2\pi b}{a}.$$

```lean
/-- The length `2πb/a`, for `a ≠ 0`. -/
def criticalLength (a b : ℝ) : ℝ := 2 * π * b / a
```

As $a$ decreases to zero at fixed $b$, the critical length grows without bound, as it should for a film that loses its driving force. At $a=0$ itself Lean's division returns $0$ and not infinity, so the criterion in the title would be false there; the theorems about cells assume $a>0$.

A ripple fits into a periodic cell of length $L$ if a whole number $m$ of wavelengths does, so

$$k_m=\frac{2\pi m}{L}.$$

```lean
/-- Wavenumber `2πm/L` of mode `m` in a periodic cell of length `L ≠ 0`. -/
def cellWavenumber (L : ℝ) (m : ℕ) : ℝ := 2 * π * m / L
```

The definition accepts $m=0$, but the theorems use $m\ge1$. The mode $m=0$ is the mean height of the film, which has rate zero and neither grows nor decays.

In the linear regime each mode evolves independently of the others. Its complex amplitude $h(t)$, which carries the size and the phase of the ripple, obeys

$$h'(t)=s\,h(t),$$

where $s$ is the real rate of that mode.

```lean
/-- The complex mode amplitude `h` obeys the linear evolution law `h' = s h`. -/
def IsModeAmplitude (s : ℝ) (h : ℝ → ℂ) : Prop :=
  ∀ t, HasDerivAt h (s • h t) t
```

`HasDerivAt h (s • h t) t` says that $h$ has derivative $s\,h(t)$ at time $t$, and `•` multiplies a complex number by a real one. Stability can now be stated as a property of the motion, namely that amplitudes tend to zero, and its link with the sign of $s$ becomes something to prove.

## Long waves grow and short waves decay

Factor the rate:

$$\sigma(k)=k^3(a-bk).$$

For $k>0$ the first factor is positive, so $\sigma(k)$ has the sign of $a-bk$. With $b>0$, it is negative exactly when $k>a/b$ and positive exactly when $k<a/b$.

```lean
/-- For `b > 0`, a ripple with `k > 0` has a negative rate exactly when `k > a/b`,
and a positive rate exactly when `k < a/b`. -/
theorem growthRate_sign (hb : 0 < b) (hk : 0 < k) :
    (growthRate a b k < 0 ↔ a / b < k) ∧ (0 < growthRate a b k ↔ k < a / b) := by
  have e : growthRate a b k = k ^ 3 * (a - b * k) := by
    unfold growthRate
    ring
  have hk3 : 0 < k ^ 3 := by positivity
  rw [e, div_lt_iff₀ hb, lt_div_iff₀ hb, mul_pos_iff_of_pos_left hk3]
  refine ⟨⟨fun h => ?_, fun h => ?_⟩, ⟨fun h => by linarith, fun h => by linarith⟩⟩
  · by_contra hc
    have := mul_nonneg hk3.le (show 0 ≤ a - b * k by linarith [not_lt.mp hc])
    linarith
  · exact mul_neg_of_pos_of_neg hk3 (by linarith)
```

The theorem is a pair of equivalences, one for each sign. In the proof, `e` is the factorisation, and the lemmas `div_lt_iff₀` and `lt_div_iff₀` turn comparisons with $a/b$ into comparisons of $a$ with $bk$. No sign is required of $a$ here.

## One wavenumber is the fastest

Since $a=\tfrac43bk_*$, the rate can be written as $\sigma(k)=\tfrac b3(4k_*k^3-3k^4)$. In particular $\sigma(k_*)=\tfrac b3k_*^4$, and

$$\begin{aligned}
\sigma(k_*)-\sigma(k)&=\frac b3\left(k_*^4-4k_*k^3+3k^4\right)\\
&=\frac b3(k-k_*)^2\left(3k^2+2k_*k+k_*^2\right)\\
&=\frac b3(k-k_*)^2\left[3\left(k+\frac{k_*}{3}\right)^2+\frac23k_*^2\right].
\end{aligned}$$

The square bracket is positive because $k_*>0$. The difference is therefore positive whenever $k\ne k_*$.

```lean
/-- For `a, b > 0` the wavenumber `3a/(4b)` is positive, and every other wavenumber
has a strictly smaller growth rate. -/
theorem fastestWavenumber_unique (ha : 0 < a) (hb : 0 < b) :
    0 < fastestWavenumber a b ∧ ∀ k, k ≠ fastestWavenumber a b →
      growthRate a b k < growthRate a b (fastestWavenumber a b) := by
  have hs : 0 < fastestWavenumber a b := by
    unfold fastestWavenumber
    positivity
  have ha' : fastestWavenumber a b * (4 * b) = 3 * a :=
    div_mul_cancel₀ _ (by positivity)
  refine ⟨hs, fun k hne => ?_⟩
  generalize fastestWavenumber a b = s at hs ha' hne ⊢
  -- the deficit in growth rate has a double zero at the fastest wavenumber
  have e : growthRate a b s - growthRate a b k =
      b / 3 * ((k - s) ^ 2 * (3 * (k + s / 3) ^ 2 + 2 / 3 * s ^ 2)) := by
    unfold growthRate
    linear_combination (-(s ^ 3 - k ^ 3) / 3) * ha'
  have h0 : k - s ≠ 0 := sub_ne_zero.2 hne
  have h1 : 0 < b / 3 * ((k - s) ^ 2 * (3 * (k + s / 3) ^ 2 + 2 / 3 * s ^ 2)) := by
    positivity
  linarith
```

The proof writes $s$ for $k_*$ and keeps only the relation $4bk_*=3a$, called `ha'`. The identity `e` is the last line of the display, `linear_combination` verifies it with the help of that relation, and `positivity` supplies the sign. The comparison runs over all real $k$, although the formula describes a ripple only for $k>0$.

Inserting $k_*=3a/(4b)$ gives the largest rate:

$$\sigma(k_*)=\frac b3\left(\frac{3a}{4b}\right)^4=\frac{27a^4}{256\,b^3}.$$

```lean
/-- For `a, b > 0` the largest growth rate over all `k > 0` is `27a⁴/(256b³)`. -/
theorem maximal_growthRate (ha : 0 < a) (hb : 0 < b) :
    IsGreatest (growthRate a b '' Set.Ioi 0) (27 * a ^ 4 / (256 * b ^ 3)) := by
  obtain ⟨hK, hmax⟩ := fastestWavenumber_unique ha hb
  have val : growthRate a b (fastestWavenumber a b) = 27 * a ^ 4 / (256 * b ^ 3) := by
    unfold growthRate fastestWavenumber
    linear_combination (-(81 / 256) * a ^ 4 * b⁻¹ ^ 3) * mul_inv_cancel₀ hb.ne'
  refine ⟨⟨_, hK, val⟩, ?_⟩
  rintro _ ⟨k, _, rfl⟩
  rw [← val]
  rcases eq_or_ne k (fastestWavenumber a b) with h | h
  · exact (congrArg (growthRate a b) h).le
  · exact (hmax k h).le
```

`Set.Ioi 0` is the set of positive wavenumbers, and the quoted `''` forms the set of their rates. `IsGreatest` says that the value belongs to this set and that no member exceeds it. The proof evaluates the rate at $k_*$ and takes the upper bound from the preceding theorem. For $a=b=1$ the maximum is $27/256\approx0.105$, at $k=3/4$.

## Decay of the amplitude means a negative rate

Multiply the amplitude by the integrating factor $e^{-st}$:

$$\frac{d}{dt}\left(e^{-st}h(t)\right)=e^{-st}\left(h'(t)-s\,h(t)\right)=0 .$$

The product keeps its value at $t=0$, which is $h(0)$, and so $h(t)=e^{st}h(0)$.

```lean
/-- A mode amplitude with rate `s` is its initial value times `exp (s t)`. -/
theorem amplitude_eq {s : ℝ} {h : ℝ → ℂ} (hh : IsModeAmplitude s h) (t : ℝ) :
    h t = Real.exp (s * t) • h 0 := by
  -- the integrating factor makes the amplitude constant
  have hd : ∀ t, HasDerivAt (fun t : ℝ => Real.exp (-s * t) • h t) 0 t := by
    intro t
    have h0 : HasDerivAt (fun t : ℝ => -s * t) (-s) t :=
      ((hasDerivAt_id' t).const_mul (-s)).congr_deriv (mul_one _)
    exact (h0.exp.smul (hh t)).congr_deriv (by module)
  have hc := is_const_of_deriv_eq_zero (fun t => (hd t).differentiableAt)
    (fun t => (hd t).deriv) t 0
  simp only [mul_zero, Real.exp_zero, one_smul] at hc
  have h0 : s * t + -s * t = 0 := by ring
  rw [← hc, smul_smul, ← Real.exp_add, h0, Real.exp_zero, one_smul]
```

Here `hd` is the vanishing derivative, and `is_const_of_deriv_eq_zero` concludes that the product is constant. The last line multiplies by $e^{st}$ to recover $h(t)$.

If $s<0$, then $e^{st}\to0$ as $t\to\infty$, and every solution tends to zero. If $s\ge0$, the solution that starts from $h(0)=1$ satisfies

$$|h(t)|=e^{st}\ge1\qquad(t\ge0),$$

and cannot tend to zero. All solutions decay exactly when $s<0$.

```lean
/-- All amplitudes with rate `s` tend to zero at late times exactly when `s < 0`. -/
theorem decays_iff (s : ℝ) :
    (∀ h, IsModeAmplitude s h → Tendsto h atTop (𝓝 0)) ↔ s < 0 := by
  constructor
  · intro H
    by_contra hs
    -- for a nonnegative rate the exponential solution never drops below one
    have hsol : IsModeAmplitude s (fun t => Real.exp (s * t) • (1 : ℂ)) := by
      intro t
      have h0 : HasDerivAt (fun t : ℝ => s * t) s t :=
        ((hasDerivAt_id' t).const_mul s).congr_deriv (mul_one s)
      exact (h0.exp.smul_const (1 : ℂ)).congr_deriv (by rw [mul_comm _ s, mul_smul])
    have h1 : (1 : ℝ) ≤ ‖(0 : ℂ)‖ := by
      refine ge_of_tendsto (H _ hsol).norm ?_
      filter_upwards [eventually_ge_atTop (0 : ℝ)] with t ht
      rw [norm_smul, norm_one, mul_one, Real.norm_eq_abs, abs_of_pos (Real.exp_pos _)]
      exact Real.one_le_exp (mul_nonneg (not_lt.mp hs) ht)
    norm_num at h1
  · intro hs h hh
    have hbot : Tendsto (fun t : ℝ => s * t) atTop atBot :=
      tendsto_id.const_mul_atTop_of_neg hs
    have hlim := (Real.tendsto_exp_atBot.comp hbot).smul_const (h 0)
    rw [zero_smul] at hlim
    exact hlim.congr (fun t => (amplitude_eq hh t).symm)
```

`Tendsto h atTop (𝓝 0)` is the statement $h(t)\to0$ as $t\to\infty$. The quantifier over all amplitudes matters, because the zero solution tends to zero whatever the rate. In the first half of the proof, `hsol` checks that the exponential solves the equation, and `ge_of_tendsto` carries the bound $|h(t)|\ge1$ to the limit, where it would give $1\le0$. The second half uses the explicit solution.

## Each mode has its own threshold length

Insert $k_m=2\pi m/L$ into the sign rule. For $m\ge1$ and $L>0$,

$$\sigma(k_m)<0\iff\frac ab<\frac{2\pi m}{L}\iff L<\frac{2\pi b}{a}\,m=mL_c ,$$

and the same steps with the inequalities reversed give $\sigma(k_m)>0\iff L>mL_c$.

```lean
/-- For `a, b, L > 0` and `m ≥ 1`, mode `m` has a negative rate exactly when the cell is
shorter than `m` critical lengths, and a positive rate exactly when it is longer. -/
theorem mode_sign (ha : 0 < a) (hb : 0 < b) (hL : 0 < L) {m : ℕ} (hm : 1 ≤ m) :
    (growthRate a b (cellWavenumber L m) < 0 ↔ L < criticalLength a b * m) ∧
    (0 < growthRate a b (cellWavenumber L m) ↔ criticalLength a b * m < L) := by
  have hm' : (0 : ℝ) < m := by exact_mod_cast hm
  have hk : 0 < cellWavenumber L m := by
    unfold cellWavenumber
    positivity
  rw [(growthRate_sign hb hk).1, (growthRate_sign hb hk).2]
  unfold cellWavenumber criticalLength
  rw [div_lt_div_iff₀ hb hL, div_lt_div_iff₀ hL hb, div_mul_eq_mul_div,
    lt_div_iff₀ ha, div_lt_iff₀ ha]
  constructor <;> constructor <;> intro h <;> linarith
```

The proof first shows that $k_m$ is positive, so that `growthRate_sign` applies, and then clears the denominators. At $L=mL_c$ the rate is zero and the amplitude of mode $m$ stays constant.

## The longest wave decides for the whole cell

If every mode decays, then mode $m=1$ does, and its threshold gives $L<L_c$. Conversely, if $L<L_c$, then for every $m\ge1$

$$L<L_c\le mL_c ,$$

and mode $m$ has a negative rate. All modes decay exactly when $L<L_c=2\pi b/a$.

```lean
/-- For `a, b > 0`, every mode `m ≥ 1` of a periodic cell of length `L > 0` decays to zero
from any initial amplitude exactly when `L < 2πb/a`. -/
theorem cell_stable_iff (ha : 0 < a) (hb : 0 < b) (hL : 0 < L) :
    (∀ m : ℕ, 1 ≤ m → ∀ h, IsModeAmplitude (growthRate a b (cellWavenumber L m)) h →
      Tendsto h atTop (𝓝 0)) ↔ L < criticalLength a b := by
  constructor
  · intro H
    have h1 := (mode_sign ha hb hL le_rfl).1.1 ((decays_iff _).1 (H 1 le_rfl))
    rwa [Nat.cast_one, mul_one] at h1
  · intro h m hm
    -- the longest wave is the last one to be stabilised
    have hm' : (1 : ℝ) ≤ m := by exact_mod_cast hm
    have hp := mul_nonneg (hL.trans h).le (sub_nonneg.2 hm')
    exact (decays_iff _).2 ((mode_sign ha hb hL hm).1.2 (by linarith))
```

In words, the left side says that for each $m\ge1$, every amplitude that obeys the evolution law with the rate of mode $m$ tends to zero. The proof combines `decays_iff`, which exchanges decay for a negative rate, with `mode_sign`; the inequality `hp` is $L_c(m-1)\ge0$, from which $L_c\le mL_c$ follows. The inequality is strict because a cell of length exactly $L_c$ holds a ripple that persists unchanged.

The statement concerns a linear model with ripples along one direction, and it treats the modes one at a time. It says nothing about large amplitudes, where modes interact.

## Cells that contain the fastest ripple

An unstable cell may still grow too slowly. Since $k_*$ is the only wavenumber with the maximal rate, the cell reaches that rate exactly when some $k_m$ equals $k_*$:

$$\frac{2\pi m}{L}=k_*\iff L=m\,\frac{2\pi}{k_*}.$$

The length must be a positive whole multiple of the fastest wavelength $2\pi/k_*$.

```lean
/-- For `a, b, L > 0`, some mode `m ≥ 1` of the cell grows at the rate of the fastest
wavenumber exactly when `L` is a positive whole multiple of the fastest wavelength. -/
theorem cell_attains_maximum_iff (ha : 0 < a) (hb : 0 < b) (hL : 0 < L) :
    (∃ m : ℕ, 1 ≤ m ∧ growthRate a b (cellWavenumber L m) =
      growthRate a b (fastestWavenumber a b)) ↔
    ∃ m : ℕ, 1 ≤ m ∧ L = m * (2 * π / fastestWavenumber a b) := by
  obtain ⟨hK, hmax⟩ := fastestWavenumber_unique ha hb
  have key : ∀ m : ℕ, cellWavenumber L m = fastestWavenumber a b ↔
      L = m * (2 * π / fastestWavenumber a b) := by
    intro m
    unfold cellWavenumber
    rw [div_eq_iff hL.ne', ← mul_div_assoc, eq_div_iff hK.ne']
    constructor <;> intro h <;> linarith
  refine exists_congr fun m => and_congr_right fun _ => Iff.trans ?_ (key m)
  constructor
  · intro h
    by_contra hne
    exact (hmax _ hne).ne h
  · intro h
    rw [h]
```

The equivalence `key` is the displayed one, for a given $m$. The uniqueness of the maximum turns equality of rates into equality of wavenumbers.

The shortest such cell has length $2\pi/k_*=\tfrac43L_c$. Cells between $L_c$ and $\tfrac43L_c$ show the instability, but at less than its full rate.

## Enough copies of any cell reveal the instability

Place $N$ copies of a cell side by side. The longest wave of the supercell has wavenumber $2\pi/(NL)$, and by the threshold for $m=1$ it grows exactly when $NL>L_c$. Any whole number

$$N>\frac{L_c}{L}$$

will do, and such a number exists for every $L>0$.

```lean
/-- For `a, b > 0` and any cell length `L > 0`, some number `N ≥ 1` of copies of the cell
forms a supercell whose longest wave has a positive growth rate. -/
theorem supercell_unstable (ha : 0 < a) (hb : 0 < b) (hL : 0 < L) :
    ∃ N : ℕ, 1 ≤ N ∧ 0 < growthRate a b (cellWavenumber (N * L) 1) := by
  have hc : 0 < criticalLength a b := by
    unfold criticalLength
    positivity
  obtain ⟨N, hN⟩ := exists_nat_gt (criticalLength a b / L)
  have hN0 : (0 : ℝ) < N := (div_pos hc hL).trans hN
  refine ⟨N, Nat.cast_pos.1 hN0, (mode_sign ha hb (mul_pos hN0 hL) le_rfl).2.2 ?_⟩
  rw [Nat.cast_one, mul_one]
  exact (div_lt_iff₀ hL).1 hN

end

end StrainedFilmCell
```

The lemma `exists_nat_gt` provides $N$, and `mode_sign` is applied to a cell of length $NL$. In the example at the start, $L_c=2\pi\approx6.28$ and $L=5$, so $N=2$ is enough.

For simulation practice this means that, within this linear two-parameter model, the decay of every ripple in one small periodic cell is no evidence that the extended film is stable. It shows only that the cell is shorter than $2\pi b/a$.

```lean
#print axioms StrainedFilmCell.maximal_growthRate
-- 'StrainedFilmCell.maximal_growthRate' depends on axioms: [propext, Classical.choice, Quot.sound]
#print axioms StrainedFilmCell.cell_stable_iff
-- 'StrainedFilmCell.cell_stable_iff' depends on axioms: [propext, Classical.choice, Quot.sound]
#print axioms StrainedFilmCell.cell_attains_maximum_iff
-- 'StrainedFilmCell.cell_attains_maximum_iff' depends on axioms: [propext, Classical.choice, Quot.sound]
#print axioms StrainedFilmCell.supercell_unstable
-- 'StrainedFilmCell.supercell_unstable' depends on axioms: [propext, Classical.choice, Quot.sound]
```
